# An overlap S = 1 + sH moves interference nodes from z to z/(1+sz) when 1+sz ≠ 0

## Sites, overlap and nodes

A molecule or other small conductor is described by finitely many sites and a complex square matrix $H$. The basis is not orthogonal. Its overlap matrix is taken to be

$$S = 1 + sH,$$

with $s$ a real number of dimension inverse energy. This says that two orbitals overlap in proportion to the hopping between them; with negative hopping, positive overlap means $s<0$. If the on-site energies are zero, every orbital has norm one.

The Green function at energy $E$ is $G_S(E) = (ES-H)^{-1}$, and $G_1(z)=(z-H)^{-1}$ is the one without overlap. A node between sites $i$ and $j$ is an energy at which $ES-H$ is invertible and the $(i,j)$ entry of its inverse vanishes. Take a Hermitian $H$, a real energy and a non-interacting model with two leads, one coupled only to site $i$ and the other only to site $j$. The transmission amplitude between them is then proportional to this entry, so the transmission vanishes at a node. The cause can be destructive interference between paths, or simply the absence of any path between the two sites; the definition does not distinguish them.

## The Green function at the shifted energy

Let $z$ be a complex number that is not an eigenvalue of $H$, with $c = 1+sz \neq 0$, and put $E = z/c$. Then $ES-H$ is invertible and

$$G_S(E) = (1+sz)\,G_1(z).$$

A real energy $x$ is the special case $z=x$, and $H$ need not be Hermitian. To derive the formula, insert $E$ and $S$:

$$ES-H = \frac{z(1+sH) - (1+sz)H}{1+sz} = \frac{z-H}{c}.$$

If $z-H$ were singular, some $v\neq0$ would satisfy $Hv=zv$, and $z$ would be an eigenvalue. So $z-H$ is invertible, and $c^{-1}(z-H)\cdot c\,(z-H)^{-1}=1$ gives the inverse.

## Where the nodes go

Since $c\neq0$, the two matrices are invertible together, and an entry of $G_S(E)$ vanishes exactly when the same entry of $G_1(z)$ does. A node at $z$ without overlap therefore corresponds to a node at $z/(1+sz)$ with overlap. The displacement is

$$\frac{z}{1+sz}-z = -\frac{sz^2}{1+sz}.$$

It vanishes at $z=0$, so a node at zero energy stays. Without overlap this is a midgap node if the gap of $H$ is centred at zero. The levels move by the same formula as the nodes, so for $s\neq0$ and positive definite $S$ the gap edges $\pm\Delta$ become $\pm\Delta/(1\pm s\Delta)$. The node is then still inside the gap, but no longer at its centre.

For $s\neq0$ there is one further energy, $E=1/s$, which no finite $z$ reaches. There $ES-H = 1/s$, the Green function is $s$ times the identity, and every two distinct sites have a node between them. Here all off-diagonal entries of $ES-H$ vanish, so the sites are decoupled and no paths interfere.

## A three-site ring

Number the sites 0, 1, 2, with hopping 1 between 0 and 1, and hopping 2 from each of them to site 2. The direct path and the path through site 2 give the effective coupling $1 + 2\cdot2/z$, which vanishes at $z=-4$. For $s=1/8$ we have $1+sz=1/2$, and the node moves to $-8$. Here hopping and overlap are both positive. If the hoppings are $-1$ and $-2$ instead and the overlaps keep their values, then $s=-1/8$, and the node moves from $4$ to $8$. With the original positive hoppings, $s=-1/8$ means negative overlaps, and the node moves from $-4$ to $-8/3$.

## The upper half plane and the role of hermiticity

Let $H$ be Hermitian and $\operatorname{Im} z>0$. If $1+sz=0$, its imaginary part $s\operatorname{Im}z$ vanishes, so $s=0$ and $1=0$, which is absurd. If $Hv=zv$, evaluating $v^\dagger Hv$ in two ways gives $(z-\bar z)\,v^\dagger v=0$, hence $v=0$. Both conditions of the formula thus hold automatically. Moreover

$$\operatorname{Im}E = \operatorname{Im}\frac{z(1+s\bar z)}{|1+sz|^2} = \frac{\operatorname{Im}z}{|1+sz|^2}>0,$$

so the shifted energy stays on the retarded side.

For an arbitrary complex $H$ invertibility can fail. Take one site with $H=i$, a site with gain, and $z=i$, $s=0$. Then $E=i$ and $ES-H=0$. Some condition that keeps $z$ off the spectrum is needed.

## The statements in Lean

The sites form a finite type `n`, and `overlap s H`, `green S H E` and `shifted s z` are $S$, the Green function and $z/(1+sz)$. The hypothesis `hH` of `green_overlap` says that any `v` with `H *ᵥ v = z • v` is zero: $z$ is not an eigenvalue. `IsNode` demands `IsUnit (E • S - H)` because Mathlib assigns the inverse zero to a singular matrix, which would otherwise count as a node everywhere.

The model has a single overlap parameter, and a general overlap matrix need not be of this form. Positivity of $S$, which a true overlap matrix has, is not assumed. The leads do not appear in the file.

```lean
import Mathlib

open Matrix

namespace OverlapInterferenceNodes

noncomputable section

variable {n : Type*} [Fintype n] [DecidableEq n]

/-- The overlap matrix `S = 1 + s H`, with overlap proportional to the Hamiltonian matrix. -/
def overlap (s : ℝ) (H : Matrix n n ℂ) : Matrix n n ℂ := 1 + (s : ℂ) • H

/-- The Green function `(E S - H)⁻¹`, for energies at which `E S - H` is invertible. -/
def green (S H : Matrix n n ℂ) (E : ℂ) : Matrix n n ℂ := (E • S - H)⁻¹

/-- The energy `z / (1 + s z)`, for `1 + s z ≠ 0`. -/
def shifted (s : ℝ) (z : ℂ) : ℂ := z / (1 + (s : ℂ) * z)

/-- `E` is an interference node between sites `i` and `j`: the matrix `E S - H` is invertible
and the Green function has a vanishing entry between the two sites. -/
def IsNode (S H : Matrix n n ℂ) (i j : n) (E : ℂ) : Prop :=
  IsUnit (E • S - H) ∧ green S H E i j = 0

omit [Fintype n] in
/-- If `1 + s z ≠ 0`, then at the shifted energy `E` the matrix `E S - H` is `z - H`
divided by `1 + s z`. -/
theorem shifted_pencil (s : ℝ) (H : Matrix n n ℂ) {z : ℂ} (hz : 1 + (s : ℂ) * z ≠ 0) :
    shifted s z • overlap s H - H = (1 + (s : ℂ) * z)⁻¹ • (z • (1 : Matrix n n ℂ) - H) := by
  ext i j
  simp only [shifted, overlap, Matrix.sub_apply, Matrix.smul_apply, Matrix.add_apply,
    smul_eq_mul]
  linear_combination H i j * mul_inv_cancel₀ hz

/-- Dividing an invertible matrix by a nonzero number leaves it invertible and multiplies
its inverse by that number. -/
theorem inv_scaled {c : ℂ} (hc : c ≠ 0) {A : Matrix n n ℂ} (hA : IsUnit A) :
    IsUnit (c⁻¹ • A) ∧ (c⁻¹ • A)⁻¹ = c • A⁻¹ := by
  have h : (c⁻¹ • A) * (c • A⁻¹) = 1 := by
    rw [Matrix.smul_mul, Matrix.mul_smul, smul_smul, inv_mul_cancel₀ hc, one_smul,
      Matrix.mul_nonsing_inv A ((Matrix.isUnit_iff_isUnit_det A).1 hA)]
  exact ⟨⟨⟨_, _, h, mul_eq_one_comm.1 h⟩, rfl⟩, Matrix.inv_eq_right_inv h⟩

/-- If `z` is not an eigenvalue of `H` and `1 + s z ≠ 0`, then at `E = z / (1 + s z)` the matrix
`E S - H` is invertible, and its inverse is `1 + s z` times the inverse of `z - H`. -/
theorem green_overlap (s : ℝ) (H : Matrix n n ℂ) {z : ℂ}
    (hH : ∀ v : n → ℂ, H *ᵥ v = z • v → v = 0) (hz : 1 + (s : ℂ) * z ≠ 0) :
    IsUnit (shifted s z • overlap s H - H) ∧
      green (overlap s H) H (shifted s z) = (1 + (s : ℂ) * z) • green 1 H z := by
  -- without an eigenvector at `z`, the matrix `z - H` has nonzero determinant
  have hA : IsUnit (z • (1 : Matrix n n ℂ) - H) := by
    rw [Matrix.isUnit_iff_isUnit_det, isUnit_iff_ne_zero]
    intro h0
    obtain ⟨v, hv, h⟩ := Matrix.exists_mulVec_eq_zero_iff.2 h0
    rw [Matrix.sub_mulVec, Matrix.smul_mulVec, Matrix.one_mulVec, sub_eq_zero] at h
    exact hv (hH v h.symm)
  unfold green
  rw [shifted_pencil s H hz]
  exact inv_scaled hz hA

/-- For `1 + s z ≠ 0`, the system with overlap has a node at `z / (1 + s z)` exactly when the
system without overlap has a node at `z`, between the same two sites. -/
theorem node_shift_iff (s : ℝ) (H : Matrix n n ℂ) (i j : n) {z : ℂ}
    (hz : 1 + (s : ℂ) * z ≠ 0) :
    IsNode (overlap s H) H i j (shifted s z) ↔ IsNode 1 H i j z := by
  unfold IsNode green
  rw [shifted_pencil s H hz]
  constructor
  · rintro ⟨hu, h0⟩
    -- undo the scaling to recover invertibility of `z - H`
    have hA := (inv_scaled (inv_ne_zero hz) hu).1
    rw [inv_inv, smul_smul, mul_inv_cancel₀ hz, one_smul] at hA
    rw [(inv_scaled hz hA).2, Matrix.smul_apply, smul_eq_mul] at h0
    exact ⟨hA, (mul_eq_zero.1 h0).resolve_left hz⟩
  · rintro ⟨hA, h0⟩
    refine ⟨(inv_scaled hz hA).1, ?_⟩
    rw [(inv_scaled hz hA).2, Matrix.smul_apply, h0, smul_zero]

/-- For `1 + s z ≠ 0`, overlap displaces the energy `z` by `-s z² / (1 + s z)`. -/
theorem node_displacement (s : ℝ) {z : ℂ} (hz : 1 + (s : ℂ) * z ≠ 0) :
    shifted s z - z = -((s : ℂ) * z ^ 2) / (1 + (s : ℂ) * z) := by
  unfold shifted
  linear_combination z * mul_inv_cancel₀ hz

/-- A node at zero energy is present with overlap exactly when it is present without. -/
theorem midgap_node_iff (s : ℝ) (H : Matrix n n ℂ) (i j : n) :
    IsNode (overlap s H) H i j 0 ↔ IsNode 1 H i j 0 := by
  have h0 : shifted s 0 = 0 := by simp [shifted]
  have h := node_shift_iff s H i j (z := 0) (by simp)
  rwa [h0] at h

/-- For `s ≠ 0`, the energy `1 / s` is a node of the system with overlap between any two
distinct sites. -/
theorem node_at_inverse_overlap {s : ℝ} (hs : s ≠ 0) (H : Matrix n n ℂ) {i j : n}
    (hij : i ≠ j) : IsNode (overlap s H) H i j (s : ℂ)⁻¹ := by
  have hc : (s : ℂ) ≠ 0 := Complex.ofReal_ne_zero.2 hs
  -- the Hamiltonian cancels and only a multiple of the identity remains
  have hp : (s : ℂ)⁻¹ • overlap s H - H = (s : ℂ)⁻¹ • (1 : Matrix n n ℂ) := by
    rw [overlap, smul_add, smul_smul, inv_mul_cancel₀ hc, one_smul, add_sub_cancel_right]
  have h := inv_scaled hc (isUnit_one : IsUnit (1 : Matrix n n ℂ))
  unfold IsNode green
  rw [hp]
  refine ⟨h.1, ?_⟩
  rw [h.2, inv_one, Matrix.smul_apply, Matrix.one_apply_ne hij, smul_zero]

/-- For Hermitian `H` and `z` in the upper half plane, the shifted energy is again in the upper
half plane, and the Green function with overlap there is `1 + s z` times the one without
overlap at `z`. -/
theorem retarded_green_overlap (s : ℝ) {H : Matrix n n ℂ} (hH : H.IsHermitian) {z : ℂ}
    (hz : 0 < z.im) :
    0 < (shifted s z).im ∧ IsUnit (shifted s z • overlap s H - H) ∧
      green (overlap s H) H (shifted s z) = (1 + (s : ℂ) * z) • green 1 H z := by
  have hre : (1 + (s : ℂ) * z).re = 1 + s * z.re := by simp
  have him : (1 + (s : ℂ) * z).im = s * z.im := by simp
  have hc : 1 + (s : ℂ) * z ≠ 0 := by
    intro h
    rw [h, Complex.zero_im] at him
    have hs : s = 0 := (mul_eq_zero.1 him.symm).resolve_right hz.ne'
    simp [hs] at h
  refine ⟨?_, green_overlap s H ?_ hc⟩
  · have e : (shifted s z).im = z.im / Complex.normSq (1 + (s : ℂ) * z) := by
      unfold shifted
      rw [Complex.div_im, hre, him]
      ring
    rw [e]
    exact div_pos hz (Complex.normSq_pos.2 hc)
  · -- the expectation value of a Hermitian matrix is real, so `z` has no eigenvector
    intro v hv
    have h1 : star v ᵥ* H = star z • star v := by
      have h := congrArg star hv
      rwa [Matrix.star_mulVec, hH.eq, star_smul] at h
    have h2 := Matrix.dotProduct_mulVec (star v) H v
    rw [hv, h1, dotProduct_smul, smul_dotProduct, smul_eq_mul, smul_eq_mul] at h2
    have hne : z - star z ≠ 0 := by
      intro h
      have h3 := congrArg Complex.im h
      simp at h3
      linarith
    have h4 : (z - star z) * (star v ⬝ᵥ v) = 0 := by linear_combination h2
    have h5 : star v ⬝ᵥ v = 0 := (mul_eq_zero.1 h4).resolve_left hne
    open scoped ComplexOrder in
    exact dotProduct_star_self_eq_zero.1 h5

/-- A three-site ring with hopping 1 between the first two sites and hopping 2 from each of
them to the third. -/
def ringH : Matrix (Fin 3) (Fin 3) ℂ := !![0, 1, 2; 1, 0, 2; 2, 2, 0]

/-- Between its first two sites the three-site ring has a node at energy `-4` without overlap,
and a node at energy `-8` with overlap parameter `s = 1/8`. -/
theorem ring_node_witness :
    IsNode 1 ringH 0 1 (-4) ∧ IsNode (overlap (1 / 8) ringH) ringH 0 1 (-8) := by
  have hp : (-4 : ℂ) • (1 : Matrix (Fin 3) (Fin 3) ℂ) - ringH =
      !![-4, -1, -2; -1, -4, -2; -2, -2, -4] := by
    ext i j
    fin_cases i <;> fin_cases j <;> simp [ringH]
  have h : (!![-4, -1, -2; -1, -4, -2; -2, -2, -4] : Matrix (Fin 3) (Fin 3) ℂ) *
      !![-1/3, 0, 1/6; 0, -1/3, 1/6; 1/6, 1/6, -5/12] = 1 := by
    ext i j
    fin_cases i <;> fin_cases j <;>
      simp [Matrix.mul_apply, Fin.sum_univ_succ] <;> norm_num
  have hnode : IsNode 1 ringH 0 1 (-4) := by
    unfold IsNode green
    rw [hp]
    refine ⟨⟨⟨_, _, h, mul_eq_one_comm.1 h⟩, rfl⟩, ?_⟩
    rw [Matrix.inv_eq_right_inv h]
    simp
  have hc : 1 + ((1 / 8 : ℝ) : ℂ) * (-4) ≠ 0 := by
    push_cast
    norm_num
  have he : shifted (1 / 8) (-4) = -8 := by
    unfold shifted
    push_cast
    norm_num
  have hmoved := (node_shift_iff (1 / 8) ringH 0 1 hc).2 hnode
  rw [he] at hmoved
  exact ⟨hnode, hmoved⟩

end

end OverlapInterferenceNodes
```

```lean
#print axioms OverlapInterferenceNodes.node_displacement
#print axioms OverlapInterferenceNodes.midgap_node_iff
#print axioms OverlapInterferenceNodes.node_at_inverse_overlap
#print axioms OverlapInterferenceNodes.retarded_green_overlap
```

```
'OverlapInterferenceNodes.node_displacement' depends on axioms: [propext, Classical.choice, Quot.sound]
'OverlapInterferenceNodes.midgap_node_iff' depends on axioms: [propext, Classical.choice, Quot.sound]
'OverlapInterferenceNodes.node_at_inverse_overlap' depends on axioms: [propext, Classical.choice, Quot.sound]
'OverlapInterferenceNodes.retarded_green_overlap' depends on axioms: [propext, Classical.choice, Quot.sound]
```

## From the matrix identity to the theorems

`shifted_pencil` is the identity $ES-H=(z-H)/c$. It is checked entry by entry: `linear_combination` multiplies $cc^{-1}=1$ by `H i j`, which is the step where $H$ is brought over the common denominator. `inv_scaled` multiplies out $c^{-1}A\cdot cA^{-1}=1$ and reads off both invertibility and the inverse.

`green_overlap` joins the two. It first obtains the invertibility of $z-H$: a zero determinant yields a nonzero vector through `Matrix.exists_mulVec_eq_zero_iff`, and `hH` forbids it.

`node_shift_iff` has no eigenvalue hypothesis, since invertibility is part of `IsNode`. From right to left it scales $z-H$ by $c^{-1}$; from left to right it applies `inv_scaled` with $c^{-1}$ in place of $c$ to undo the scaling, then cancels the nonzero factor $c$ from the entry. `midgap_node_iff` is the case $z=0$, and `node_displacement` is the algebra of the displacement. In `node_at_inverse_overlap` the step `hp` shows that $H$ cancels at $E=1/s$.

`retarded_green_overlap` proves $c\neq0$ from the imaginary part, computes $\operatorname{Im}E$, and supplies `hH` by the expectation-value argument: `h1` is the adjoint of the eigenvalue equation, and `h4` is $(z-\bar z)\,v^\dagger v=0$.

`ring_node_witness` exhibits the inverse of $-4-H$ explicitly, with a zero in entry $(0,1)$, and obtains the node at $-8$ from `node_shift_iff`.
